# A four-term parameter-shift rule for generators with G³ = G

Take a three-level system with generator G = diag(1, 0, −1), gate U(t) = exp(−itG/2), state ψ = (1, 1, 1)/√3 and the observable O whose entries are all 1. The expectation f(t) = ⟨U(t)ψ, O U(t)ψ⟩ is

f(t) = 1 + (4/3) cos(t/2) + (2/3) cos t.

It has two frequencies, 1/2 and 1. A symmetric difference with shift s gives

f(t+s) − f(t−s) = −(8/3) sin(s/2) sin(t/2) − (4/3) sin s sin t,

while f′(t) = −(2/3) sin(t/2) − (2/3) sin t. For one difference with weight k to match both terms, we need k sin(s/2) = 1/4 and k sin s = 1/2. This forces cos(s/2) = 1, hence sin(s/2) = 0, a contradiction. Two differences suffice.

## The identity and its use in gradient code

For every bounded G with G³ = G and every bounded O,

f′(t) = d₁ [f(t+π/2) − f(t−π/2)] − d₂ [f(t+3π/2) − f(t−3π/2)],

d₁ = (√2+1)/(4√2), d₂ = (√2−1)/(4√2).

A variational code can use this to obtain the gradient for one gate parameter from four exact expectation values, with no finite-difference error. Fermionic single excitations fit: K = a†_p a_q − a†_q a_p with p ≠ q gives G = iK with G³ = G. If the code writes the gate as exp(θK), then t = 2θ and df/dθ = 2 df/dt.

If G² = 1, the terms of frequency 1/2 vanish, f(t+2π) = f(t), and the rule collapses to f′(t) = ½ [f(t+π/2) − f(t−π/2)].

## From the cube condition to the weights

Set Q = 1 − G², P = (G² + G)/2 and M = (G² − G)/2. Then Q + P + M = 1, and G³ = G gives QG = 0, PG = P and MG = −M. By induction, for complex z,

(zG)ⁿ = 0ⁿ Q + zⁿ P + (−z)ⁿ M.

Summing the exponential series gives exp(zG) = Q + e^z P + e^(−z) M. At z = −it/2,

U(t) = 1 − G² + cos(t/2) G² − i sin(t/2) G.

So U(t)ψ = u + cos(t/2) v + sin(t/2) w, with u = ψ − G²ψ, v = G²ψ and w = −iGψ. Insert this into f and use

cos²(t/2) = (1 + cos t)/2, sin²(t/2) = (1 − cos t)/2, sin(t/2) cos(t/2) = (sin t)/2.

The result is

f(t) = a + b cos(t/2) + c sin(t/2) + d cos t + e sin t,

a = ⟨u,Ou⟩ + (⟨v,Ov⟩ + ⟨w,Ow⟩)/2
b = ⟨u,Ov⟩ + ⟨v,Ou⟩
c = ⟨u,Ow⟩ + ⟨w,Ou⟩
d = (⟨v,Ov⟩ − ⟨w,Ow⟩)/2
e = (⟨v,Ow⟩ + ⟨w,Ov⟩)/2.

Write A = c cos(t/2) − b sin(t/2) and B = e cos t − d sin t. The addition formulas and differentiation give

f(t+s) − f(t−s) = 2 sin(s/2) A + 2 sin s B,
f′(t) = A/2 + B.

The shift π/2 yields √2 A + 2B, and 3π/2 yields √2 A − 2B. The weighted combination is therefore

√2 (d₁ − d₂) A + 2 (d₁ + d₂) B = A/2 + B,

because d₁ − d₂ = 1/(2√2) and d₁ + d₂ = 1/2.

## The Lean file

```lean
import Mathlib

open Matrix

namespace FourTermParameterShift

noncomputable section

variable {H : Type*} [NormedAddCommGroup H] [InnerProductSpace ℂ H]

/-- The parametrised gate `U(t) = exp(-i t G / 2)` generated by `G`. -/
def gate (G : H →L[ℂ] H) (t : ℝ) : H →L[ℂ] H :=
  NormedSpace.exp ((-(Complex.I * t / 2)) • G)

/-- The expectation `f(t) = ⟨U(t)ψ, O U(t)ψ⟩` of `O` after the gate has acted on `ψ`. -/
def expectation (G O : H →L[ℂ] H) (ψ : H) (t : ℝ) : ℂ :=
  inner ℂ (gate G t ψ) (O (gate G t ψ))

/-- The weight `d₁ = (√2 + 1) / (4√2)` of the shift `π/2`. -/
def d₁ : ℝ := (Real.sqrt 2 + 1) / (4 * Real.sqrt 2)

/-- The weight `d₂ = (√2 - 1) / (4√2)` of the shift `3π/2`. -/
def d₂ : ℝ := (Real.sqrt 2 - 1) / (4 * Real.sqrt 2)

/-- A signal with the frequencies `0`, `1/2` and `1`. -/
def signal (a b c d e : ℂ) (t : ℝ) : ℂ :=
  a + b * (Real.cos (t / 2) : ℂ) + c * (Real.sin (t / 2) : ℂ)
    + d * (Real.cos t : ℂ) + e * (Real.sin t : ℂ)

/-- If `G³ = G`, the exponential of `zG` is a sum of three terms, with the factors
`1`, `exp z` and `exp (-z)`. -/
theorem exp_smul_of_cube [CompleteSpace H] {G : H →L[ℂ] H} (hG : G ^ 3 = G) (z : ℂ) :
    NormedSpace.exp (z • G) = (1 - G ^ 2) + Complex.exp z • ((1 / 2 : ℂ) • (G ^ 2 + G))
      + Complex.exp (-z) • ((1 / 2 : ℂ) • (G ^ 2 - G)) := by
  have h3 : G ^ 2 * G = G := by rw [← pow_succ]; exact hG
  -- powers of `zG` act separately on the three spectral parts
  have pw : ∀ Q P M : H →L[ℂ] H, Q + P + M = 1 → Q * G = 0 → P * G = P → M * G = -M →
      ∀ n : ℕ, (z • G) ^ n = (0 : ℂ) ^ n • Q + z ^ n • P + (-z) ^ n • M := by
    intro Q P M h1 hQ hP hM n
    induction n with
    | zero => simp only [pow_zero, one_smul]; exact h1.symm
    | succ n ih =>
      rw [pow_succ, ih]
      simp only [add_mul, smul_mul_assoc, mul_smul_comm, hQ, hP, hM, pow_succ]
      module
  have hpow := pw (1 - G ^ 2) ((1 / 2 : ℂ) • (G ^ 2 + G)) ((1 / 2 : ℂ) • (G ^ 2 - G))
    (by module) (by rw [sub_mul, one_mul, h3, sub_self])
    (by rw [smul_mul_assoc, add_mul, h3, ← pow_two G]; module)
    (by rw [smul_mul_assoc, sub_mul, h3, ← pow_two G]; module)
  have hs : ∀ x : ℂ, HasSum (fun n : ℕ => ((n.factorial : ℂ)⁻¹) • x ^ n) (Complex.exp x) := by
    intro x
    rw [Complex.exp_eq_exp_ℂ]
    exact NormedSpace.exp_series_hasSum_exp' (𝕂 := ℂ) x
  -- sum the three scalar exponential series
  have h := (((hs 0).smul_const (1 - G ^ 2)).add
    ((hs z).smul_const ((1 / 2 : ℂ) • (G ^ 2 + G)))).add
    ((hs (-z)).smul_const ((1 / 2 : ℂ) • (G ^ 2 - G)))
  rw [Complex.exp_zero, one_smul] at h
  have e : (fun n : ℕ => ((n.factorial : ℂ)⁻¹) • (z • G) ^ n) = fun n : ℕ =>
      (((n.factorial : ℂ)⁻¹) • (0 : ℂ) ^ n) • (1 - G ^ 2)
        + (((n.factorial : ℂ)⁻¹) • z ^ n) • ((1 / 2 : ℂ) • (G ^ 2 + G))
        + (((n.factorial : ℂ)⁻¹) • (-z) ^ n) • ((1 / 2 : ℂ) • (G ^ 2 - G)) := by
    funext n
    rw [hpow n]
    simp only [smul_eq_mul]
    module
  have h' := NormedSpace.exp_series_hasSum_exp' (𝕂 := ℂ) (z • G)
  exact h'.unique (e ▸ h)

/-- If `G³ = G`, the gate acts as
`U(t)ψ = ψ - G²ψ + cos(t/2) G²ψ - i sin(t/2) Gψ`. -/
theorem gate_apply [CompleteSpace H] {G : H →L[ℂ] H} (hG : G ^ 3 = G) (t : ℝ) (ψ : H) :
    gate G t ψ = ψ - G (G ψ) + (Real.cos (t / 2) : ℂ) • G (G ψ)
      - (Complex.I * (Real.sin (t / 2) : ℂ)) • G ψ := by
  have e1 : Complex.exp (-(Complex.I * t / 2))
      = (Real.cos (t / 2) : ℂ) - (Real.sin (t / 2) : ℂ) * Complex.I := by
    rw [show -(Complex.I * t / 2) = ((-(t / 2) : ℝ) : ℂ) * Complex.I by push_cast; ring,
      Complex.exp_mul_I, ← Complex.ofReal_cos, ← Complex.ofReal_sin, Real.cos_neg,
      Real.sin_neg, Complex.ofReal_neg]
    ring
  have e2 : Complex.exp (-(-(Complex.I * t / 2)))
      = (Real.cos (t / 2) : ℂ) + (Real.sin (t / 2) : ℂ) * Complex.I := by
    rw [show -(-(Complex.I * t / 2)) = ((t / 2 : ℝ) : ℂ) * Complex.I by push_cast; ring,
      Complex.exp_mul_I, ← Complex.ofReal_cos, ← Complex.ofReal_sin]
  have hU : gate G t = 1 - G * G + (Real.cos (t / 2) : ℂ) • (G * G)
      - (Complex.I * (Real.sin (t / 2) : ℂ)) • G := by
    rw [gate, exp_smul_of_cube hG, e1, e2, pow_two]
    module
  rw [hU]
  rfl

/-- If `G³ = G`, the expectation is a signal with the frequencies `0`, `1/2` and `1`. -/
theorem expectation_eq_signal [CompleteSpace H] {G : H →L[ℂ] H} (hG : G ^ 3 = G)
    (O : H →L[ℂ] H) (ψ : H) :
    ∃ a b c d e : ℂ, ∀ t, expectation G O ψ t = signal a b c d e t := by
  have key : ∀ t, gate G t ψ = (ψ - G (G ψ)) + (Real.cos (t / 2) : ℂ) • G (G ψ)
      + (Real.sin (t / 2) : ℂ) • ((-Complex.I) • G ψ) := by
    intro t
    rw [gate_apply hG]
    module
  generalize ψ - G (G ψ) = u at key
  generalize G (G ψ) = v at key
  generalize (-Complex.I) • G ψ = w at key
  refine ⟨inner ℂ u (O u) + (inner ℂ v (O v) + inner ℂ w (O w)) / 2,
    inner ℂ u (O v) + inner ℂ v (O u), inner ℂ u (O w) + inner ℂ w (O u),
    (inner ℂ v (O v) - inner ℂ w (O w)) / 2,
    (inner ℂ v (O w) + inner ℂ w (O v)) / 2, fun t => ?_⟩
  -- double-angle formulas turn the quadratic terms into frequency one
  have hc : (Real.cos t : ℂ) = 2 * (Real.cos (t / 2) : ℂ) ^ 2 - 1 := by
    have h := Real.cos_two_mul (t / 2)
    rw [show 2 * (t / 2) = t by ring] at h
    rw [h]; norm_cast
  have hs : (Real.sin t : ℂ) = 2 * (Real.sin (t / 2) : ℂ) * (Real.cos (t / 2) : ℂ) := by
    have h := Real.sin_two_mul (t / 2)
    rw [show 2 * (t / 2) = t by ring] at h
    rw [h]; norm_cast
  have hp : (Real.sin (t / 2) : ℂ) ^ 2 + (Real.cos (t / 2) : ℂ) ^ 2 = 1 := by
    exact_mod_cast Real.sin_sq_add_cos_sq (t / 2)
  simp only [expectation, key, signal, map_add, map_smul, inner_add_left, inner_add_right,
    inner_smul_left, inner_smul_right, Complex.conj_ofReal]
  linear_combination (-(inner ℂ v (O v) - inner ℂ w (O w)) / 2) * hc
    + inner ℂ w (O w) * hp - ((inner ℂ v (O w) + inner ℂ w (O v)) / 2) * hs

/-- The symmetric difference of a signal with shift `s` is `2 sin(s/2) A + 2 sin s B`, where
`A = c cos(t/2) - b sin(t/2)` and `B = e cos t - d sin t`. -/
theorem signal_diff (a b c d e : ℂ) (t s : ℝ) :
    signal a b c d e (t + s) - signal a b c d e (t - s)
      = 2 * (Real.sin (s / 2) : ℂ)
          * (c * (Real.cos (t / 2) : ℂ) - b * (Real.sin (t / 2) : ℂ))
        + 2 * (Real.sin s : ℂ) * (e * (Real.cos t : ℂ) - d * (Real.sin t : ℂ)) := by
  simp only [signal, add_div, sub_div, Real.cos_add, Real.cos_sub, Real.sin_add, Real.sin_sub,
    Complex.ofReal_add, Complex.ofReal_sub, Complex.ofReal_mul]
  ring

/-- The derivative of a signal with the frequencies `0`, `1/2` and `1`. -/
theorem signal_hasDerivAt (a b c d e : ℂ) (t : ℝ) :
    HasDerivAt (signal a b c d e)
      (1 / 2 * (c * (Real.cos (t / 2) : ℂ) - b * (Real.sin (t / 2) : ℂ))
        + (e * (Real.cos t : ℂ) - d * (Real.sin t : ℂ))) t := by
  have h1 := ((hasDerivAt_id' t).div_const 2).cos.ofReal_comp
  have h2 := ((hasDerivAt_id' t).div_const 2).sin.ofReal_comp
  have h3 := (Real.hasDerivAt_cos t).ofReal_comp
  have h4 := (Real.hasDerivAt_sin t).ofReal_comp
  have h := ((((h1.const_mul b).const_add a).fun_add (h2.const_mul c)).fun_add
    (h3.const_mul d)).fun_add (h4.const_mul e)
  refine HasDerivAt.congr_deriv h ?_
  push_cast
  ring

/-- **Four-term parameter-shift rule.** If `G³ = G`, the derivative of the expectation is
`d₁ (f(t + π/2) - f(t - π/2)) - d₂ (f(t + 3π/2) - f(t - 3π/2))`. -/
theorem four_term_shift_rule [CompleteSpace H] {G : H →L[ℂ] H} (hG : G ^ 3 = G)
    (O : H →L[ℂ] H) (ψ : H) (t : ℝ) :
    HasDerivAt (expectation G O ψ)
      (d₁ * (expectation G O ψ (t + Real.pi / 2) - expectation G O ψ (t - Real.pi / 2))
        - d₂ * (expectation G O ψ (t + 3 * Real.pi / 2)
          - expectation G O ψ (t - 3 * Real.pi / 2))) t := by
  obtain ⟨a, b, c, d, e, h⟩ := expectation_eq_signal hG O ψ
  have hf : expectation G O ψ = signal a b c d e := funext h
  have h2 : Real.sqrt 2 ≠ 0 := by positivity
  -- the two conditions on the weights, one for each frequency
  have hA : Real.sqrt 2 * (d₁ - d₂) = 1 / 2 := by
    unfold d₁ d₂
    field_simp
    ring
  have hB : d₁ + d₂ = 1 / 2 := by
    unfold d₁ d₂
    field_simp
    ring
  have hA' : (Real.sqrt 2 : ℂ) * ((d₁ : ℂ) - d₂) = 1 / 2 := by
    have := congrArg Complex.ofReal hA
    push_cast at this
    exact this
  have hB' : (d₁ : ℂ) + d₂ = 1 / 2 := by
    have := congrArg Complex.ofReal hB
    push_cast at this
    exact this
  have s1 : Real.sin (Real.pi / 2 / 2) = Real.sqrt 2 / 2 := by
    rw [show Real.pi / 2 / 2 = Real.pi / 4 by ring, Real.sin_pi_div_four]
  have s2 : Real.sin (3 * Real.pi / 2 / 2) = Real.sqrt 2 / 2 := by
    rw [show 3 * Real.pi / 2 / 2 = Real.pi - Real.pi / 4 by ring, Real.sin_pi_sub,
      Real.sin_pi_div_four]
  have s3 : Real.sin (3 * Real.pi / 2) = -1 := by
    rw [show 3 * Real.pi / 2 = Real.pi / 2 + Real.pi by ring, Real.sin_add_pi,
      Real.sin_pi_div_two]
  rw [hf, signal_diff, signal_diff, s1, s2, s3, Real.sin_pi_div_two]
  refine (signal_hasDerivAt a b c d e t).congr_deriv ?_
  simp only [Complex.ofReal_div, Complex.ofReal_neg, Complex.ofReal_one, Complex.ofReal_ofNat]
  linear_combination
    (-(c * (Real.cos (t / 2) : ℂ) - b * (Real.sin (t / 2) : ℂ))) * hA'
      - 2 * (e * (Real.cos t : ℂ) - d * (Real.sin t : ℂ)) * hB'

/-- The three-level generator `diag(1, 0, -1)`. -/
def levelG : EuclideanSpace ℂ (Fin 3) →L[ℂ] EuclideanSpace ℂ (Fin 3) :=
  Matrix.toEuclideanCLM (n := Fin 3) (𝕜 := ℂ) !![1, 0, 0; 0, 0, 0; 0, 0, -1]

/-- The generator `diag(1, 0, -1)` is Hermitian and equals its cube. -/
theorem levelG_witness : IsSelfAdjoint levelG ∧ levelG ^ 3 = levelG := by
  refine ⟨IsSelfAdjoint.map ?_ _, ?_⟩
  · ext i j
    fin_cases i <;> fin_cases j <;> simp [Matrix.star_apply]
  · unfold levelG
    rw [← map_pow]
    congr 1
    ext i j
    fin_cases i <;> fin_cases j <;> simp [pow_succ, Matrix.mul_apply, Fin.sum_univ_succ]

end

end FourTermParameterShift
```

```lean
#print axioms FourTermParameterShift.four_term_shift_rule
```

```
'FourTermParameterShift.four_term_shift_rule' depends on axioms: [propext, Classical.choice, Quot.sound]
```

## Scope of the theorem and role of each lemma

In `four_term_shift_rule`, `H` with `CompleteSpace H` is a complex Hilbert space of any dimension, and `H →L[ℂ] H` is the type of bounded operators. `gate` is the true operator exponential, and `expectation` is complex-valued, with the inner product conjugate-linear in its first slot. `HasDerivAt` says that f is differentiable at t with the stated derivative.

The only condition on G is `G ^ 3 = G`; for Hermitian G it means that the spectrum lies in {−1, 0, 1}. Hermiticity and normalisation of ψ are not assumed, so the physical case is included. `levelG_witness` confirms that diag(1, 0, −1) is Hermitian and satisfies the condition. The failure of a single difference is argued only in the opening example.

Unbounded generators, other spectra, sampling noise and a parameter shared by several gates are not covered.

`exp_smul_of_cube` proves the power formula by induction (`pw`) and identifies the sums of the series. `gate_apply` inserts z = −it/2, and `expectation_eq_signal` finds a to e. `signal_diff` and `signal_hasDerivAt` supply the two formulas in A and B. In the main theorem, `hA` and `hB` are the weight conditions, and `linear_combination` matches A and B.
